# On a fixed grid with invertible metric, least-squares tensor hypercontraction has a unique optimal core

Take two basis functions with values $x_1, x_2$, not both zero, at a single grid point: their products form the vector $y=(x_1^2,\,x_1x_2,\,x_2x_1,\,x_2^2)$ with $y^Ty=(x_1^2+x_2^2)^2$, and the number $z$ that brings $z\,yy^T$ closest to a given $4\times4$ matrix $V$ is $z=y^TVy/(y^Ty)^2$. With more grid points, $y$ becomes a matrix $Y$, the number $y^Ty$ becomes a matrix $S$, and the division becomes multiplication by $S^{-1}$ on both sides.

```lean
import Mathlib

open Matrix

namespace LeastSquaresHypercontraction

noncomputable section

variable {n g : Type*} [Fintype n] [Fintype g]

/-- The pair collocation matrix `Y`: products of two basis functions at each grid point. -/
def pairColloc (X : Matrix n g ℝ) : Matrix (n × n) g ℝ :=
  Matrix.of fun p k => X p.1 k * X p.2 k

/-- The grid metric `S = Yᵀ Y`: overlaps of the columns of the pair collocation matrix. -/
def gridMetric (X : Matrix n g ℝ) : Matrix g g ℝ :=
  (pairColloc X)ᵀ * pairColloc X

/-- The factorized pair-by-pair tensor `Y Z Yᵀ` with core matrix `Z` on the grid. -/
def factorized (X : Matrix n g ℝ) (Z : Matrix g g ℝ) : Matrix (n × n) (n × n) ℝ :=
  pairColloc X * Z * (pairColloc X)ᵀ

/-- The fitted core `S⁻¹ (Yᵀ V Y) S⁻¹` of a pair-by-pair matrix `V`, meant for
an invertible grid metric `S`. -/
def fittedCore [DecidableEq g] (X : Matrix n g ℝ) (V : Matrix (n × n) (n × n) ℝ) :
    Matrix g g ℝ :=
  (gridMetric X)⁻¹ * ((pairColloc X)ᵀ * V * pairColloc X) * (gridMetric X)⁻¹

/-- The Frobenius norm: the square root of the sum of all squared entries. -/
def frobNorm {p : Type*} [Fintype p] (A : Matrix p p ℝ) : ℝ :=
  √(∑ i, ∑ j, A i j ^ 2)

omit [Fintype g] in
/-- The grid metric is the elementwise square of `Xᵀ X`. -/
theorem gridMetric_eq_hadamard (X : Matrix n g ℝ) :
    gridMetric X = (Xᵀ * X) ⊙ (Xᵀ * X) := by
  ext a b
  simp only [gridMetric, pairColloc, Matrix.mul_apply, Matrix.transpose_apply,
    Matrix.of_apply, Matrix.hadamard_apply, Fintype.sum_prod_type, Finset.sum_mul_sum]
  exact Finset.sum_congr rfl fun i _ => Finset.sum_congr rfl fun j _ => by ring

/-- The squared Frobenius norm of `A` is the trace of `Aᵀ A`. -/
theorem frobNorm_sq {p : Type*} [Fintype p] (A : Matrix p p ℝ) :
    frobNorm A ^ 2 = (Aᵀ * A).trace := by
  unfold frobNorm
  rw [Real.sq_sqrt (by positivity), Finset.sum_comm]
  simp only [Matrix.trace, Matrix.diag_apply, Matrix.mul_apply, Matrix.transpose_apply, sq]

/-- A matrix with zero Frobenius norm is zero. -/
theorem eq_zero_of_frobNorm {p : Type*} [Fintype p] {A : Matrix p p ℝ}
    (h : frobNorm A = 0) : A = 0 := by
  unfold frobNorm at h
  rw [Real.sqrt_eq_zero (by positivity)] at h
  ext i j
  have hi := (Finset.sum_eq_zero_iff_of_nonneg
    (fun i _ => Finset.sum_nonneg fun j _ => sq_nonneg (A i j))).1 h i (Finset.mem_univ i)
  have hj := (Finset.sum_eq_zero_iff_of_nonneg
    (fun j _ => sq_nonneg (A i j))).1 hi j (Finset.mem_univ j)
  exact pow_eq_zero_iff (two_ne_zero) |>.1 hj

/-- Normal equations: for an invertible grid metric, the residual of the fit vanishes when projected
onto the grid from both sides. -/
theorem normal_equations [DecidableEq g] (X : Matrix n g ℝ)
    (V : Matrix (n × n) (n × n) ℝ) (hS : IsUnit (gridMetric X).det) :
    (pairColloc X)ᵀ * (V - factorized X (fittedCore X V)) * pairColloc X = 0 := by
  have h1 : (pairColloc X)ᵀ * factorized X (fittedCore X V) * pairColloc X
      = (gridMetric X * (gridMetric X)⁻¹) * ((pairColloc X)ᵀ * V * pairColloc X)
        * ((gridMetric X)⁻¹ * gridMetric X) := by
    simp only [factorized, fittedCore, gridMetric, Matrix.mul_assoc]
  rw [Matrix.mul_sub, Matrix.sub_mul, h1, Matrix.mul_nonsing_inv _ hS,
    Matrix.nonsing_inv_mul _ hS, Matrix.one_mul, Matrix.mul_one, sub_self]

/-- For an invertible grid metric, fitting a tensor that is already factorized on the grid returns
its core matrix. -/
theorem fittedCore_factorized [DecidableEq g] (X : Matrix n g ℝ) (Z : Matrix g g ℝ)
    (hS : IsUnit (gridMetric X).det) : fittedCore X (factorized X Z) = Z := by
  have h1 : fittedCore X (factorized X Z)
      = ((gridMetric X)⁻¹ * gridMetric X) * Z * (gridMetric X * (gridMetric X)⁻¹) := by
    simp only [factorized, fittedCore, gridMetric, Matrix.mul_assoc]
  rw [h1, Matrix.mul_nonsing_inv _ hS, Matrix.nonsing_inv_mul _ hS, Matrix.one_mul,
    Matrix.mul_one]

/-- For an invertible grid metric, the squared error of any core `Z` is the squared error of the
fitted core plus the squared norm of the difference of the two factorized tensors. -/
theorem error_pythagoras [DecidableEq g] (X : Matrix n g ℝ)
    (V : Matrix (n × n) (n × n) ℝ) (Z : Matrix g g ℝ) (hS : IsUnit (gridMetric X).det) :
    frobNorm (V - factorized X Z) ^ 2 = frobNorm (V - factorized X (fittedCore X V)) ^ 2
      + frobNorm (factorized X (fittedCore X V - Z)) ^ 2 := by
  have hN := normal_equations X V hS
  have hsplit : V - factorized X Z = (V - factorized X (fittedCore X V))
      + factorized X (fittedCore X V - Z) := by
    simp only [factorized, Matrix.mul_sub, Matrix.sub_mul]
    abel
  rw [hsplit]
  generalize V - factorized X (fittedCore X V) = R at hN ⊢
  generalize fittedCore X V - Z = D
  -- the residual is orthogonal to every factorized tensor
  have hcross : ((factorized X D)ᵀ * R).trace = 0 := by
    have h1 : (factorized X D)ᵀ * R = pairColloc X * (Dᵀ * ((pairColloc X)ᵀ * R)) := by
      simp only [factorized, Matrix.transpose_mul, Matrix.transpose_transpose,
        Matrix.mul_assoc]
    rw [h1, Matrix.trace_mul_comm, Matrix.mul_assoc, hN, Matrix.mul_zero, Matrix.trace_zero]
  have hcross' : (Rᵀ * factorized X D).trace = 0 := by
    rw [← Matrix.trace_transpose, Matrix.transpose_mul, Matrix.transpose_transpose, hcross]
  simp only [frobNorm_sq, Matrix.transpose_add, Matrix.add_mul, Matrix.mul_add,
    Matrix.trace_add]
  linarith

/-- Least-squares tensor hypercontraction: for an invertible grid metric, every core other
than `S⁻¹ (Yᵀ V Y) S⁻¹` has a strictly larger Frobenius error. -/
theorem fittedCore_unique_minimizer [DecidableEq g] (X : Matrix n g ℝ)
    (V : Matrix (n × n) (n × n) ℝ) (hS : IsUnit (gridMetric X).det)
    (Z : Matrix g g ℝ) (hZ : Z ≠ fittedCore X V) :
    frobNorm (V - factorized X (fittedCore X V)) < frobNorm (V - factorized X Z) := by
  have hne : frobNorm (factorized X (fittedCore X V - Z)) ≠ 0 := by
    intro h0
    -- a vanishing factorized tensor has a vanishing core
    have h1 := fittedCore_factorized X (fittedCore X V - Z) hS
    rw [eq_zero_of_frobNorm h0] at h1
    have h2 : fittedCore X (0 : Matrix (n × n) (n × n) ℝ) = 0 := by
      simp only [fittedCore, Matrix.mul_zero, Matrix.zero_mul]
    exact hZ (sub_eq_zero.1 (h1.symm.trans h2)).symm
  have hpos : 0 < frobNorm (factorized X (fittedCore X V - Z)) ^ 2 :=
    pow_pos (lt_of_le_of_ne (Real.sqrt_nonneg _) (Ne.symm hne)) 2
  have hpy := error_pythagoras X V Z hS
  exact lt_of_pow_lt_pow_left₀ 2 (Real.sqrt_nonneg _) (by linarith)

/-- If the grid metric is singular, every core matrix has a different core matrix that gives
the same factorized tensor. -/
theorem core_not_unique_of_singular [DecidableEq g] (X : Matrix n g ℝ)
    (hS : (gridMetric X).det = 0) (Z : Matrix g g ℝ) :
    ∃ Z', Z' ≠ Z ∧ factorized X Z' = factorized X Z := by
  obtain ⟨v, hv, hSv⟩ := Matrix.exists_mulVec_eq_zero_iff.2 hS
  -- a null vector of the metric is a null vector of the pair collocation matrix
  have hYv : pairColloc X *ᵥ v = 0 := by
    apply dotProduct_self_eq_zero.1
    rw [Matrix.dotProduct_mulVec, ← Matrix.mulVec_transpose, Matrix.mulVec_mulVec]
    change gridMetric X *ᵥ v ⬝ᵥ v = 0
    rw [hSv, zero_dotProduct]
  have hY : pairColloc X * Matrix.vecMulVec v v = 0 := by
    ext i j
    have hi : ∑ k, pairColloc X i k * v k = 0 := congrFun hYv i
    simp only [Matrix.mul_apply, Matrix.vecMulVec_apply, Matrix.zero_apply, ← mul_assoc]
    rw [← Finset.sum_mul, hi, zero_mul]
  refine ⟨Z + Matrix.vecMulVec v v, fun h => hv ?_, ?_⟩
  · funext k
    have hk : v k * v k = 0 := congrFun (congrFun (add_eq_left.1 h) k) k
    exact mul_self_eq_zero.1 hk
  · simp only [factorized, Matrix.mul_add, hY, add_zero]

/-- A collocation matrix of two basis functions on three grid points. -/
def exampleColloc : Matrix (Fin 2) (Fin 3) ℝ := !![1, 0, 1; 0, 1, 1]

/-- For the example collocation matrix `Xᵀ X` is singular, while the grid metric
has determinant 2. -/
theorem gridMetric_witness :
    Matrix.det (exampleCollocᵀ * exampleColloc) = 0 ∧
    Matrix.det (gridMetric exampleColloc) = 2 := by
  have hG : exampleCollocᵀ * exampleColloc = !![1, 0, 1; 0, 1, 1; 1, 1, 2] := by
    ext i j
    fin_cases i <;> fin_cases j <;>
      norm_num [exampleColloc, Matrix.mul_apply, Fin.sum_univ_two]
  rw [gridMetric_eq_hadamard, hG]
  constructor
  · rw [Matrix.det_fin_three]
    simp
    norm_num
  · rw [Matrix.det_fin_three]
    simp [Matrix.hadamard_apply]
    norm_num

end

end LeastSquaresHypercontraction
```

```lean
#print axioms LeastSquaresHypercontraction.fittedCore_unique_minimizer
#print axioms LeastSquaresHypercontraction.core_not_unique_of_singular
```

```
'LeastSquaresHypercontraction.fittedCore_unique_minimizer' depends on axioms: [propext, Classical.choice, Quot.sound]
'LeastSquaresHypercontraction.core_not_unique_of_singular' depends on axioms: [propext, Classical.choice, Quot.sound]
```

## Integrals, grid and core

The finite types `n` and `g` label basis functions and grid points, and $X_{ik}$ is the value of function $i$ at point $k$. The theorems accept any real matrix $X$. From it, `pairColloc` builds $Y_{(i,j),k}=X_{ik}X_{jk}$, and `gridMetric` is $S=Y^TY$.

The matrix $V$ has a pair of basis functions as each index. In electronic structure it would hold the two-electron repulsion integrals, arranged so that the two functions of a pair belong to the same electron, and `factorized X Z` is their hypercontracted approximation $YZY^T$, in which a core matrix $Z$ couples grid points. For a finite real basis and a fixed grid with invertible $S$, the result identifies the core with the smallest sum of squared errors over all these integrals. No symmetry of $V$ or $Z$ is assumed.

With $E=Y^TVY$, `fittedCore` is $Z_0=S^{-1}ES^{-1}$. The error is measured by `frobNorm`, the square root of the sum of squared entries, written $\|\cdot\|$ below. The main theorem, `fittedCore_unique_minimizer`, says that every $Z\neq Z_0$ has a strictly larger error than $Z_0$. Its hypothesis `IsUnit (gridMetric X).det` means $\det S\neq0$: the columns of $Y$, one per grid point, are linearly independent, so no point is redundant for describing pair products.

The theorem does not bound the size of the remaining error or say how to choose the grid. The norm weights all integral entries equally and is not an energy error.

## The metric as an elementwise square

For grid points $a,b$, the sum over pairs factorizes:

$$S_{ab}=\sum_{i,j}X_{ia}X_{ja}X_{ib}X_{jb}
=\Big(\sum_i X_{ia}X_{ib}\Big)\Big(\sum_j X_{ja}X_{jb}\Big)=\big((X^TX)_{ab}\big)^2 .$$

This is `gridMetric_eq_hadamard`, where `⊙` is the elementwise product. The proof splits the pair sum into two sums, expands the product on the right, and compares terms with `ring`. The metric can therefore be formed without building $Y$.

## An orthogonal residual

Let $R=V-YZ_0Y^T$ be the residual of the fit. Then

$$Y^TRY=E-S\,S^{-1}ES^{-1}\,S=0,$$

which is `normal_equations`; its step `h1` regroups the product so that the inverses cancel.

For any other core put $D=Z_0-Z$, so that $V-YZY^T=R+YDY^T$. By `frobNorm_sq`, $\|A\|^2=\operatorname{tr}(A^TA)$, and the cross term vanishes by cyclicity of the trace:

$$\operatorname{tr}\big((YDY^T)^TR\big)=\operatorname{tr}(YD^TY^TR)=\operatorname{tr}(D^TY^TRY)=0 .$$

The other cross term is its transpose. Hence `error_pythagoras`:

$$\|V-YZY^T\|^2=\|R\|^2+\|YDY^T\|^2 .$$

In Lean, `hsplit` is the decomposition, `hcross` and `hcross'` are the two cross terms, and `linarith` adds up the traces.

It remains to see that the last term is positive when $D\neq0$. Fitting a tensor that is already factorized returns its core, since $S^{-1}Y^T(YDY^T)YS^{-1}=D$; this is `fittedCore_factorized`. If $\|YDY^T\|=0$, then $YDY^T=0$ by `eq_zero_of_frobNorm`, so $D=0$ and $Z=Z_0$. For $Z\neq Z_0$ the squared error is therefore strictly larger, and so is the error, because norms are nonnegative.

## Singular and invertible metrics

If $\det S=0$, there is a $v\neq0$ with $Sv=0$. Then $\|Yv\|^2=v^TSv=0$, so $Yv=0$ and

$$Y(Z+vv^T)Y^T=YZY^T .$$

The two cores differ, because $vv^T$ has diagonal entries $v_k^2$ that are not all zero. Thus `core_not_unique_of_singular` shows that uniqueness of the core requires an invertible metric, and the main theorem shows that an invertible metric suffices.

Invertibility does not force the grid to be as small as the basis. In `gridMetric_witness`, two functions on three points give

$$X^TX=\begin{pmatrix}1&0&1\\0&1&1\\1&1&2\end{pmatrix},\qquad
S=\begin{pmatrix}1&0&1\\0&1&1\\1&1&4\end{pmatrix},$$

with determinants $0$ and $2$. Squaring the entries changes only the last one, from $2$ to $4$, and that makes the matrix invertible.
